# Two electrons on a repulsive Hubbard triangle with positive hopping matrix elements: a triplet lies below every singlet

The declaration `triangle_triplet_below_singlets` concerns two electrons on three sites, with the same matrix element `t > 0` between every pair of sites, zero on-site energies, and a repulsion `U > 0` on each doubly occupied site. It states that a given antisymmetric spatial wavefunction, a triplet, has squared norm 6 and energy `-2t` times that squared norm, so `-2t` once normalised, while every nonzero symmetric wavefunction, a singlet, has normalised energy strictly above `-2t`. The attempt checks the triplet by direct computation. For the singlets it uses an identity that writes the energy plus `2t` times the squared norm as a combination of squares with coefficients `t` and `U`: a singlet at or below `-2t` would have vanishing row sums and double occupancies, and by symmetry would be zero.

Lean 4 with Mathlib refuses this proof:

```lean
import Mathlib

open ComplexConjugate

namespace TwoElectronHubbard

noncomputable section

variable {n : Type*} [Fintype n] [DecidableEq n]

/-- The two-electron Hubbard Hamiltonian acting on a spatial wavefunction: `h` moves each
electron, and `U i` is the energy of double occupancy of site `i`. -/
def hamiltonian (h : Matrix n n ℝ) (U : n → ℝ) (ψ : n → n → ℂ) : n → n → ℂ :=
  fun i j => ∑ k, (h i k : ℂ) * ψ k j + ∑ k, (h j k : ℂ) * ψ i k
    + ((if i = j then U i else 0 : ℝ) : ℂ) * ψ i j

/-- The matrix element `⟨ψ|H|ψ⟩`, without normalization. -/
def expectation (h : Matrix n n ℝ) (U : n → ℝ) (ψ : n → n → ℂ) : ℂ :=
  ∑ i, ∑ j, conj (ψ i j) * hamiltonian h U ψ i j

/-- The energy of a wavefunction, the real part of `⟨ψ|H|ψ⟩`. -/
def energy (h : Matrix n n ℝ) (U : n → ℝ) (ψ : n → n → ℂ) : ℝ :=
  (expectation h U ψ).re

/-- The squared norm `⟨ψ|ψ⟩`. -/
def normSquared (ψ : n → n → ℂ) : ℝ := ∑ i, ∑ j, ‖ψ i j‖ ^ 2

/-- The spatial part of a singlet is symmetric under exchange. -/
def IsSinglet (ψ : n → n → ℂ) : Prop := ∀ i j, ψ j i = ψ i j

/-- The spatial part of a triplet is antisymmetric under exchange. -/
def IsTriplet (ψ : n → n → ℂ) : Prop := ∀ i j, ψ j i = -ψ i j

/-- The one-electron matrix of a triangle with all off-diagonal entries equal to `t`. -/
def triangle (t : ℝ) : Matrix (Fin 3) (Fin 3) ℝ := !![0, t, t; t, 0, t; t, t, 0]

/-- An antisymmetric wavefunction on the triangle with amplitudes `0`, `1` and `-1`. -/
def triangleTriplet : Fin 3 → Fin 3 → ℂ := ![![0, 1, -1], ![-1, 0, 1], ![1, -1, 0]]

/-- On the triangle with uniform `U`, the energy plus `2t` times the squared norm is a combination
of squared column sums, row sums and double-occupancy amplitudes. -/
theorem triangle_energy (t U : ℝ) (φ : Fin 3 → Fin 3 → ℂ) :
    energy (triangle t) (fun _ => U) φ + 2 * t * normSquared φ =
      t * ∑ j, ‖∑ i, φ i j‖ ^ 2 + t * ∑ i, ‖∑ j, φ i j‖ ^ 2 + U * ∑ i, ‖φ i i‖ ^ 2 := by
  simp [energy, expectation, hamiltonian, triangle, normSquared, Fin.sum_univ_three,
    Complex.sq_norm, Complex.normSq_apply]
  ring

/-- The sign condition matters: on a triangle with positive off-diagonal entries `t` and
repulsion `U`, a triplet has energy `-2t` per squared norm and every singlet lies higher. -/
theorem triangle_triplet_below_singlets {t U : ℝ} (ht : 0 < t) (hU : 0 < U) :
    IsTriplet triangleTriplet ∧ normSquared triangleTriplet = 6 ∧
    energy (triangle t) (fun _ => U) triangleTriplet
      = -2 * t * normSquared triangleTriplet ∧
    ∀ φ : Fin 3 → Fin 3 → ℂ, IsSinglet φ → φ ≠ 0 →
      -2 * t * normSquared φ < energy (triangle t) (fun _ => U) φ := by
  refine ⟨?_, ?_, ?_, ?_⟩
  · intro i j
    fin_cases i <;> fin_cases j <;> simp [triangleTriplet]
  · norm_num [normSquared, triangleTriplet, Fin.sum_univ_three]
  · have e : energy (triangle t) (fun _ => U) triangleTriplet
        + 2 * t * normSquared triangleTriplet = 0 := by
      rw [triangle_energy]
      simp [triangleTriplet, Fin.sum_univ_three]
    linarith
  · intro φ hs hne
    by_contra hlt
    have hle := le_of_not_gt hlt
    have id := triangle_energy t U φ
    have hA : 0 ≤ t * ∑ j, ‖∑ i, φ i j‖ ^ 2 := by positivity
    have hB : 0 ≤ ∑ i, ‖∑ j, φ i j‖ ^ 2 := by positivity
    have hC : 0 ≤ ∑ i, ‖φ i i‖ ^ 2 := by positivity
    have hB0 : ∑ i, ‖∑ j, φ i j‖ ^ 2 = 0 :=
      le_antisymm (le_of_not_gt fun hp => by
        linarith [mul_pos ht hp, mul_nonneg hU.le hC]) hB
    have hC0 : ∑ i, ‖φ i i‖ ^ 2 = 0 :=
      le_antisymm (le_of_not_gt fun hp => by
        linarith [mul_pos hU hp, mul_nonneg ht.le hB]) hC
    -- row sums and double occupancies vanish, which forces a symmetric `φ` to vanish
    have r : ∀ i, ∑ j, φ i j = 0 := fun i =>
      norm_eq_zero.mp ((pow_eq_zero_iff two_ne_zero).mp
        ((Finset.sum_eq_zero_iff_of_nonneg (fun i _ => by positivity)).mp hB0 i
          (Finset.mem_univ i)))
    have d : ∀ i, φ i i = 0 := fun i =>
      norm_eq_zero.mp ((pow_eq_zero_iff two_ne_zero).mp
        ((Finset.sum_eq_zero_iff_of_nonneg (fun i _ => by positivity)).mp hC0 i
          (Finset.mem_univ i)))
    simp only [Fin.sum_univ_three] at r
    have h01 : φ 0 1 = 0 := by
      linear_combination (r 0 + r 1 - r 2 - d 0 - d 1 + d 2 - hs 0 1 + hs 0 2 + hs 1 2) / 2
    have h02 : φ 0 2 = 0 := by linear_combination r 0 - d 0 - h01
    have h12 : φ 1 2 = 0 := by linear_combination r 1 - d 1 - hs 0 1 - h01
    apply hne
    funext i j
    fin_cases i <;> fin_cases j <;>
      simp [d, h01, h02, h12, hs 0 1, hs 0 2, hs 1 2]

end

end TwoElectronHubbard
```

The compiler's answer:

```
Main.lean:60:2: error: unsolved goals
case refine_2
t U : ℝ
ht : 0 < t
hU : 0 < U
⊢ 1 + ‖![0, 1, -1] 2‖ ^ 2 + (1 + ‖![-1, 0, 1] 2‖ ^ 2) +
      (‖Matrix.vecCons 0 (fun i => Matrix.vecCons (-1) (fun i => 1) i) 2‖ ^ 2 +
          ‖Matrix.vecCons 1 (fun i => Matrix.vecCons 0 (fun i => -1) i) 2‖ ^ 2 +
        ‖Matrix.vecCons (![0, 1, -1] 2) (fun i => Matrix.vecCons (![-1, 0, 1] 2) (fun i => ![1, -1, 0] 2) i) 2‖ ^ 2) =
    6
```

Diagnosis. The one error is in the second part, the claim that the triplet's squared norm is 6. `norm_num` expanded the sums and evaluated the vector entries at indices 0 and 1, but left those at index 2, such as `![0, 1, -1] 2`, as they stood, so it could not finish the arithmetic.

The reason is that Mathlib reads off an entry at a literal index like 2 with a simproc, `Matrix.cons_val`, a small program that `simp` runs during simplification. `norm_num` uses the ordinary simp lemmas, which cover indices 0 and 1, but does not run the default simprocs.

The repair calls `simp` first, with the same definitions and sum lemma, so that every entry is evaluated, including those at index 2. What is left is a sum of plain real numbers to be compared with 6, and the `norm_num` that follows proves it.

The change, after which it compiles:

```diff
@@ -58,5 +58,6 @@
   · intro i j
     fin_cases i <;> fin_cases j <;> simp [triangleTriplet]
-  · norm_num [normSquared, triangleTriplet, Fin.sum_univ_three]
+  · simp [normSquared, triangleTriplet, Fin.sum_univ_three]
+    norm_num
   · have e : energy (triangle t) (fun _ => U) triangleTriplet
         + 2 * t * normSquared triangleTriplet = 0 := by
```
